# The signs of two Kekulé structures of a finite alternant molecule agree exactly when their symmetric difference has an even number of cycles of length divisible by 4

To count the Kekulé structures of an alternant hydrocarbon with as many starred as unstarred atoms, one can evaluate the determinant of the block $B$ of its adjacency matrix that connects starred to unstarred atoms. Each structure contributes $+1$ or $-1$, so $|\det B|$ is the number of structures only if all the signs agree. Whether two signs agree can be read off the rings round which the two structures differ.

Let $V$ be the set of starred atoms and $W$ the set of unstarred atoms. A Kekulé structure is a bijection $\sigma:V\to W$ that sends each starred atom to its double-bond partner; $\tau$ is a second one. A reference bijection $e:V\to W$ matches the columns of $B$ to its rows, and the sign of $\sigma$ is that of the permutation $e^{-1}\sigma$ of $V$. With $N$ the number of cycles of length divisible by 4 among the bonds that are double in exactly one structure,

$$\operatorname{sgn}(e^{-1}\sigma)=\operatorname{sgn}(e^{-1}\tau)\iff N\text{ is even}.$$

The two structures of benzene differ round a six-membered ring, so $N=0$ and $|\det B|=2$. Those of cyclobutadiene differ round a four-membered ring, so $N=1$ and $\det B=0$. In the Hückel model, with non-interacting electrons and one resonance integral for all bonds, this zero means that square cyclobutadiene has nonbonding orbitals. The determinant and its Hückel reading are the setting here; the Lean theorem concerns the signs.

## Every atom has one partner in the other class

The type `V ≃ W` of `σ` and `τ` says that no atom is left unpaired and that every double bond joins a starred to an unstarred atom. No bond list of a molecule appears. To apply the theorem, one reads the bijection off a perfect matching of the molecule's bipartite bond graph.

```lean
import Mathlib

open Equiv Equiv.Perm

namespace KekuleParity

variable {V W : Type*}
```

Atoms live in the disjoint union `V ⊕ W`, with `Sum.inl` for starred and `Sum.inr` for unstarred ones.

```lean
/-- The graph of double bonds of a Kekulé structure that pairs each starred atom `v`
with the unstarred atom `σ v`. -/
def doubleBonds (σ : V ≃ W) : SimpleGraph (V ⊕ W) :=
  SimpleGraph.fromRel fun x y => ∃ v, Sum.inl v = x ∧ Sum.inr (σ v) = y
```

The name `resonance` below denotes a graph, not an energy or an integral.

```lean
/-- The symmetric difference of two Kekulé structures: the bonds that are double in
exactly one of them. -/
def resonance (σ τ : V ≃ W) : SimpleGraph (V ⊕ W) :=
  symmDiff (doubleBonds σ) (doubleBonds τ)
```

By hand, the starred atom $v$ has the neighbours $\sigma(v)$ and $\tau(v)$ in this graph if they differ, and none if they coincide. The same holds for an unstarred atom $w$ with $\sigma^{-1}(w)$ and $\tau^{-1}(w)$. Each atom is therefore isolated or has two neighbours, and in a finite molecule every component with more than one atom is a cycle.

To follow these cycles, set $\pi=\tau^{-1}\sigma$, which is `shift` in Lean, where `trans` applies its left-hand map first.

```lean
/-- The permutation of the starred atoms that follows a double bond of `σ` and then
returns along a double bond of `τ`. -/
def shift (σ τ : V ≃ W) : Perm V := σ.trans τ.symm
```

If $\pi(v)\neq v$, the bond $v$–$\sigma(v)$ is double only in $\sigma$, and the bond $\sigma(v)$–$\pi(v)$ only in $\tau$. So $\pi$ moves a starred atom two bonds along its ring, and a cycle of $\pi$ stays in one component.

For the converse, assign to each atom the starred end of its $\sigma$-bond: $v\mapsto v$ and $w\mapsto\sigma^{-1}(w)$. Along a bond $v$–$w$ of the symmetric difference, either $w=\sigma(v)$ and the assigned atom is unchanged, or $w=\tau(v)$ and it changes from $v$ to $\sigma^{-1}\tau(v)=\pi^{-1}(v)$. A connected path never leaves one cycle of $\pi$.

```lean
/-- The starred atom of the double bond of `σ` on which a given atom lies. -/
def starred (σ : V ≃ W) : V ⊕ W → V := Sum.elim id σ.symm
```

The count $N$ is `fourRings`. Despite the name, it includes rings of 8, 12 and more atoms. It counts connected components by their number of atoms, which for a cycle is its length.

```lean
/-- For finite `V`, the number of cycles in the symmetric difference whose length is divisible by 4,
counted as connected components by their number of atoms. -/
noncomputable def fourRings (σ τ : V ≃ W) : ℕ :=
  {c : (resonance σ τ).ConnectedComponent | 4 ∣ c.supp.ncard}.ncard
```

The next theorem states the adjacency rule, and the one after it gives the neighbour count by cases on whether the two partners coincide.

```lean
/-- The symmetric difference joins a starred to an unstarred atom exactly when one, and
only one, of the two structures has a double bond there; it joins no atoms of one class. -/
theorem resonance_adj (σ τ : V ≃ W) :
    (∀ v w, (resonance σ τ).Adj (Sum.inl v) (Sum.inr w) ↔ ¬ (σ v = w ↔ τ v = w)) ∧
    (∀ v v', ¬ (resonance σ τ).Adj (Sum.inl v) (Sum.inl v')) ∧
    (∀ w w', ¬ (resonance σ τ).Adj (Sum.inr w) (Sum.inr w')) := by
  refine ⟨fun v w => ?_, fun v v' => ?_, fun w w' => ?_⟩
  · simp [resonance, symmDiff, doubleBonds]
    tauto
  · simp [resonance, symmDiff, doubleBonds]
  · simp [resonance, symmDiff, doubleBonds]

/-- In the symmetric difference every atom is isolated or has exactly two neighbours. -/
theorem isolated_or_two_neighbours (σ τ : V ≃ W) (x : V ⊕ W) :
    (∀ y, ¬ (resonance σ τ).Adj x y) ∨ ((resonance σ τ).neighborSet x).ncard = 2 := by
  obtain ⟨lr, ll, rr⟩ := resonance_adj σ τ
  rcases x with v | w
  · by_cases h : σ v = τ v
    · left
      rintro (u | w)
      · exact ll _ _
      · rw [lr, h]
        tauto
    · right
      rw [← Set.ncard_pair (fun q => h (Sum.inr.inj q) : (Sum.inr (σ v) : V ⊕ W) ≠ Sum.inr (τ v))]
      congr 1
      ext y
      rcases y with u | w
      · simp [ll]
      · have : ¬ (σ v = w ∧ τ v = w) := fun q => h (q.1.trans q.2.symm)
        simp only [SimpleGraph.mem_neighborSet, lr, Set.mem_insert_iff,
          Set.mem_singleton_iff, Sum.inr.injEq, eq_comm (a := w)]
        tauto
  · by_cases h : σ.symm w = τ.symm w
    · left
      rintro (u | w')
      · rw [SimpleGraph.adj_comm, lr, ← Equiv.eq_symm_apply, ← Equiv.eq_symm_apply, h]
        tauto
      · exact rr _ _
    · right
      rw [← Set.ncard_pair
        (fun q => h (Sum.inl.inj q) : (Sum.inl (σ.symm w) : V ⊕ W) ≠ Sum.inl (τ.symm w))]
      congr 1
      ext y
      rcases y with u | w'
      · have : ¬ (u = σ.symm w ∧ u = τ.symm w) := fun q => h (q.1.symm.trans q.2)
        rw [SimpleGraph.mem_neighborSet, SimpleGraph.adj_comm, lr,
          ← Equiv.eq_symm_apply, ← Equiv.eq_symm_apply]
        simp only [Set.mem_insert_iff, Set.mem_singleton_iff, Sum.inl.injEq]
        tauto
      · simp [rr]
```

The two-bond step is `shift_bonds`; injectivity of `τ` and `σ` rules out that either bond is shared.

```lean
/-- If the shift moves a starred atom, the old and the new position are both joined in the
symmetric difference to the `σ`-partner of that atom. -/
theorem shift_bonds {σ τ : V ≃ W} {v : V} (h : shift σ τ v ≠ v) :
    (resonance σ τ).Adj (Sum.inl v) (Sum.inr (σ v)) ∧
    (resonance σ τ).Adj (Sum.inl (shift σ τ v)) (Sum.inr (σ v)) := by
  have ht : τ (shift σ τ v) = σ v := τ.apply_symm_apply _
  constructor
  · rw [(resonance_adj σ τ).1]
    exact fun q => h (τ.injective (ht.trans (q.1 rfl).symm))
  · rw [(resonance_adj σ τ).1]
    exact fun q => h (σ.injective (q.2 ht))
```

In `sameCycle_of_reachable`, `one` and `step` treat a single bond as above, and induction extends this to a walk.

```lean
/-- Atoms connected in the symmetric difference have their starred atoms in one cycle of
the shift. -/
theorem sameCycle_of_reachable {σ τ : V ≃ W} {x y : V ⊕ W}
    (h : (resonance σ τ).Reachable x y) :
    SameCycle (shift σ τ) (starred σ x) (starred σ y) := by
  obtain ⟨lr, ll, rr⟩ := resonance_adj σ τ
  have one : ∀ v w, (resonance σ τ).Adj (Sum.inl v) (Sum.inr w) →
      SameCycle (shift σ τ) v (σ.symm w) := by
    intro v w a
    rw [lr] at a
    by_cases hs : σ v = w
    · rw [← hs, σ.symm_apply_apply]
    · have ht : τ v = w := by tauto
      exact SameCycle.symm ⟨1, by simp [shift, ← ht]⟩
  have step : ∀ x y, (resonance σ τ).Adj x y →
      SameCycle (shift σ τ) (starred σ x) (starred σ y) := by
    rintro (a | a) (b | b) q
    · exact absurd q (ll _ _)
    · exact one _ _ q
    · exact (one _ _ q.symm).symm
    · exact absurd q (rr _ _)
  obtain ⟨p⟩ := h
  induction p with
  | nil => exact SameCycle.refl _ _
  | cons q p ih => exact (step _ _ q).trans ih
```

The reverse direction iterates the two-bond step. `SameCycle` permits negative powers of the permutation, and these are handled by walking backwards.

```lean
/-- Starred atoms in one cycle of the shift are connected in the symmetric difference. -/
theorem reachable_of_sameCycle {σ τ : V ≃ W} {a b : V} (h : SameCycle (shift σ τ) a b) :
    (resonance σ τ).Reachable (Sum.inl a) (Sum.inl b) := by
  have step : ∀ v, (resonance σ τ).Reachable (Sum.inl v) (Sum.inl (shift σ τ v)) := by
    intro v
    by_cases hv : shift σ τ v = v
    · rw [hv]
    · exact (shift_bonds hv).1.reachable.trans (shift_bonds hv).2.symm.reachable
  have pow : ∀ (n : ℕ) v,
      (resonance σ τ).Reachable (Sum.inl v) (Sum.inl ((shift σ τ ^ n) v)) := by
    intro n v
    induction n with
    | zero => exact SimpleGraph.Reachable.refl _
    | succ n ih =>
      rw [pow_succ', Perm.mul_apply]
      exact ih.trans (step _)
  obtain ⟨i, hi⟩ := h
  obtain ⟨n, rfl | rfl⟩ := i.eq_nat_or_neg
  · rw [zpow_natCast] at hi
    exact hi ▸ pow n a
  · rw [zpow_neg, zpow_natCast, Perm.inv_eq_iff_eq] at hi
    rw [hi]
    exact (pow n b).symm
```

If an atom may stay unpaired, the neighbour count can fail. The allyl radical has two starred end atoms and one unstarred centre. Its two structures place the double bond on the left or on the right, and the symmetric difference is an open chain whose ends have one neighbour each.

## The molecule is finite

`Fintype V` says that there are finitely many starred atoms; the bijection then makes `W` finite too. By hand, finiteness turns components into cycles and gives $\pi$ a sign.

Let $v$ be moved by $\pi$, in a cycle of $k>1$ starred atoms. Its component consists of these $k$ atoms and their $k$ partners under $\sigma$, which makes $2k$ atoms. The Lean proof writes the component as the disjoint sum of the cycle's support `S` and the image of `S` under `σ`.

```lean
variable [Fintype V] [DecidableEq V]

/-- The component of a starred atom moved by the shift has twice as many atoms as the
shift cycle through that atom. -/
theorem ring_size {σ τ : V ≃ W} {v : V} (h : shift σ τ v ≠ v) :
    ((resonance σ τ).connectedComponentMk (Sum.inl v)).supp.ncard =
      2 * ((shift σ τ).cycleOf v).support.card := by
  set S := ((shift σ τ).cycleOf v).support with hS
  have mem : ∀ u, u ∈ S ↔ SameCycle (shift σ τ) v u := fun u => by
    rw [hS, mem_support_cycleOf_iff]
    exact and_iff_left (mem_support.2 h)
  have hs : ((resonance σ τ).connectedComponentMk (Sum.inl v)).supp =
      ↑(S.disjSum (S.map σ.toEmbedding)) := by
    ext x
    rw [SimpleGraph.ConnectedComponent.mem_supp_iff, SimpleGraph.ConnectedComponent.eq,
      Finset.mem_coe]
    rcases x with u | w
    · rw [Finset.inl_mem_disjSum, mem]
      exact ⟨fun r => (sameCycle_of_reachable r).symm, fun r => reachable_of_sameCycle r.symm⟩
    · obtain ⟨u, rfl⟩ := σ.surjective w
      have hm : σ u ∈ S.map σ.toEmbedding ↔ u ∈ S := Finset.mem_map' σ.toEmbedding
      rw [Finset.inr_mem_disjSum, hm, mem]
      constructor
      · intro r
        have q := sameCycle_of_reachable r
        rw [show starred σ (Sum.inr (σ u)) = u from σ.symm_apply_apply u] at q
        exact q.symm
      · intro r
        have hu : shift σ τ u ≠ u := fun q => h (r.apply_eq_self_iff.2 q)
        exact (shift_bonds hu).1.symm.reachable.trans (reachable_of_sameCycle r.symm)
  rw [hs, Set.ncard_coe_finset, Finset.card_disjSum, Finset.card_map, two_mul]
```

Since $4\mid 2k$ exactly when $k$ is even, and an atom fixed by $\pi$ is isolated, the rings counted by $N$ correspond one to one to the cycles of $\pi$ of even length.

```lean
/-- The cycles of length divisible by 4 in the symmetric difference are as many as the
cycles of even length of the shift. -/
theorem fourRings_eq (σ τ : V ≃ W) : fourRings σ τ =
    ((shift σ τ).cycleFactorsFinset.filter fun c => Even c.support.card).card := by
  -- a component of size divisible by 4 contains a starred atom that is moved
  have key : ∀ c : (resonance σ τ).ConnectedComponent, 4 ∣ c.supp.ncard →
      ∃ v, (resonance σ τ).connectedComponentMk (Sum.inl v) = c ∧ shift σ τ v ≠ v := by
    intro c hc
    have hx : ∃ x, (resonance σ τ).connectedComponentMk x = c := Quot.exists_rep c
    obtain ⟨x, rfl⟩ := hx
    by_cases h : shift σ τ (starred σ x) = starred σ x
    · exfalso
      have sub : ((resonance σ τ).connectedComponentMk x).supp ⊆
          {Sum.inl (starred σ x), Sum.inr (σ (starred σ x))} := by
        intro y hy
        have e := (sameCycle_of_reachable
          (SimpleGraph.ConnectedComponent.eq.1 hy)).eq_of_right h
        rw [← e]
        rcases y with v | w
        · exact Or.inl rfl
        · exact Or.inr (congrArg Sum.inr (σ.apply_symm_apply w).symm)
      have h1 := Set.ncard_le_ncard sub (Set.toFinite _)
      have h2 := Set.ncard_insert_le (Sum.inl (starred σ x) : V ⊕ W)
        {Sum.inr (σ (starred σ x))}
      rw [Set.ncard_singleton] at h2
      have h3 := (Set.ncard_pos ((Set.toFinite _).subset sub)).2 ⟨x, rfl⟩
      omega
    · refine ⟨starred σ x, ?_, h⟩
      rcases x with v | w
      · rfl
      · have b := (shift_bonds h).1.reachable
        rw [show σ (starred σ (Sum.inr w)) = w from σ.apply_symm_apply w] at b
        exact SimpleGraph.ConnectedComponent.eq.2 b
  choose r hr hm using key
  rw [fourRings, ← Set.ncard_coe_finset]
  -- send a component to the shift cycle through its chosen atom
  refine Set.ncard_congr (fun c hc => (shift σ τ).cycleOf (r c hc)) ?_ ?_ ?_
  · intro c hc
    have h4 : 4 ∣ c.supp.ncard := hc
    have hs := ring_size (hm c hc)
    rw [hr c hc] at hs
    rw [Finset.mem_coe, Finset.mem_filter, cycleOf_mem_cycleFactorsFinset_iff,
      even_iff_two_dvd]
    exact ⟨mem_support.2 (hm c hc), by omega⟩
  · intro c d hc hd h
    have hb : r d hd ∈ ((shift σ τ).cycleOf (r d hd)).support :=
      mem_support_cycleOf_iff.2 ⟨SameCycle.refl _ _, mem_support.2 (hm d hd)⟩
    have h' : (shift σ τ).cycleOf (r c hc) = (shift σ τ).cycleOf (r d hd) := h
    rw [← h', mem_support_cycleOf_iff] at hb
    rw [← hr c hc, ← hr d hd]
    exact SimpleGraph.ConnectedComponent.eq.2 (reachable_of_sameCycle hb.1)
  · intro p hp
    rw [Finset.mem_coe, Finset.mem_filter] at hp
    obtain ⟨hp, k, hk⟩ := hp
    have hq := mem_cycleFactorsFinset_iff.1 hp
    obtain ⟨a, ha, -⟩ := hq.1
    have hpa := cycle_is_cycleOf (mem_support.2 ha) hp
    have hma : shift σ τ a ≠ a := by
      rw [← hq.2 a (mem_support.2 ha)]
      exact ha
    have hs := ring_size hma
    rw [← hpa] at hs
    have h4 : 4 ∣ ((resonance σ τ).connectedComponentMk (Sum.inl a)).supp.ncard := by omega
    refine ⟨_, h4, ?_⟩
    have q := sameCycle_of_reachable (SimpleGraph.ConnectedComponent.eq.1 (hr _ h4))
    exact (SameCycle.cycleOf_eq q).trans hpa.symm
```

The device that carries this correspondence is `Set.ncard_congr`. It equates the sizes of two sets, given a map from the first onto the second that is injective, and the map may use the proof that its argument belongs to the first set. Here that freedom serves to select an atom in each component that is counted. The statement `key` shows that a component of size divisible by 4 contains a moved starred atom, and `choose` selects one, `r c hc`. The component is sent to the cycle of $\pi$ through that atom.

Three goals remain:

- The image has even length, by `ring_size`.
- Components with the same image coincide, because their chosen atoms are connected.
- Every even cycle is reached. The atom selected in its component may differ from the one at which the argument started, but both lie in the same cycle.

For an infinite molecule, a component need not be a cycle. Take $V=W=\mathbb Z$, $\sigma(n)=n$ and $\tau(n)=n+1$: the symmetric difference is one endless chain, and $\pi$ is a translation without a sign in the usual sense. `ncard` would assign this chain the size 0 and so count it as divisible by 4.

## One numbering serves both structures

The same `e` appears on both sides of the final theorem. Physically, the rows and columns of $B$ keep their order while the two contributions to its determinant are compared. By hand, this gives

$$e^{-1}\sigma=(e^{-1}\tau)(\tau^{-1}\sigma)=(e^{-1}\tau)\,\pi .$$

Signs multiply, so the two signs agree exactly when $\operatorname{sgn}\pi=1$. A cycle of length $k$ has sign $(-1)^{k-1}$, which is $-1$ for even $k$ and $+1$ for odd $k$. Hence $\operatorname{sgn}\pi=(-1)^N$, and the claim follows.

In Lean, `hmul` is the factorisation and `hsign` is the formula for $\operatorname{sgn}\pi$. The latter writes the sign as a product over the cycles of `shift σ τ`, keeps a factor $-1$ for each even one, and counts these with `fourRings_eq`. The last lines cancel the sign of `τ` and separate even from odd $N$.

```lean
/-- Relative parity of Kekulé structures: for any numbering `e` of the two classes, the
permutation signs of two structures agree exactly when their symmetric difference has an
even number of cycles of length divisible by 4. -/
theorem sign_eq_iff_even_fourRings (e σ τ : V ≃ W) :
    sign (σ.trans e.symm) = sign (τ.trans e.symm) ↔ Even (fourRings σ τ) := by
  have hmul : σ.trans e.symm = (τ.trans e.symm) * shift σ τ := by
    ext v
    simp [shift]
  -- each cycle of even length contributes a factor -1
  have hsign : sign (shift σ τ) = (-1) ^ fourRings σ τ := by
    rw [fourRings_eq, sign_of_cycleType', cycleType_def, Multiset.map_map]
    change ∏ c ∈ (shift σ τ).cycleFactorsFinset, -(-1 : ℤˣ) ^ c.support.card = _
    calc _ = ∏ c ∈ (shift σ τ).cycleFactorsFinset,
          if Even c.support.card then (-1 : ℤˣ) else 1 := by
          refine Finset.prod_congr rfl fun c _ => ?_
          split_ifs with h
          · rw [h.neg_one_pow]
          · rw [(Nat.not_even_iff_odd.1 h).neg_one_pow, neg_neg]
      _ = _ := by rw [Finset.prod_ite, Finset.prod_const, Finset.prod_const_one, mul_one]
  rw [hmul, Equiv.Perm.sign_mul, mul_eq_left, hsign]
  rcases Nat.even_or_odd (fourRings σ τ) with h | h
  · exact iff_of_true h.neg_one_pow h
  · exact iff_of_false (by rw [h.neg_one_pow]; decide) (Nat.not_even_iff_odd.2 h)

end KekuleParity
```

With two different numberings the equivalence can fail even for a single structure. Take $\sigma=\tau$ on at least two starred atoms, and number the second copy by a bijection that differs from $e$ by one exchange of labels. The signs are then opposite, although the symmetric difference has no bonds and $N=0$.

```lean
#print axioms KekuleParity.isolated_or_two_neighbours
-- 'KekuleParity.isolated_or_two_neighbours' depends on axioms: [propext, Classical.choice, Quot.sound]
#print axioms KekuleParity.sign_eq_iff_even_fourRings
-- 'KekuleParity.sign_eq_iff_even_fourRings' depends on axioms: [propext, Classical.choice, Quot.sound]
```
